# Legendre polynomials at cos θ as cosine sums with positive weights

The Legendre polynomials $P_n$ are taken here as real functions fixed by $P_0(x)=1$, $P_1(x)=x$ and Bonnet's recurrence
$$(n+2)P_{n+2}(x)=(2n+3)\,x\,P_{n+1}(x)-(n+1)P_n(x).$$
This gives the normalisation $P_n(1)=1$, not unit norm on the interval or the sphere. The weights are
$$a_k=\frac{1}{4^k}\binom{2k}{k},\qquad a_0=1,\quad a_1=\tfrac12,\quad a_2=\tfrac38,$$
and the result is that, for every natural $n$ and real $\theta$,
$$P_n(\cos\theta)=\sum_{k=0}^{n}a_k\,a_{n-k}\cos\big((n-2k)\theta\big).$$
For $n=2$ this reads $P_2(\cos\theta)=\tfrac14+\tfrac34\cos2\theta$.

For one particle in a central potential, the angular factor of a state with $\ell=n$, $m=0$, normalised on the unit sphere, is up to a constant phase $\sqrt{(2n+1)/4\pi}\,P_n(\cos\theta)$, so the formula gives its Fourier series in the polar angle.

```lean
import Mathlib

open Finset

namespace LegendreFourier

noncomputable section
```

In Lean, `legendre n x` is $P_n(x)$, with the recurrence solved for its highest term.

```lean
/-- The Legendre polynomials as real functions, defined by Bonnet's recurrence. -/
def legendre : ℕ → ℝ → ℝ
  | 0, _ => 1
  | 1, x => x
  | n + 2, x =>
    ((2 * (n : ℝ) + 3) * x * legendre (n + 1) x - ((n : ℝ) + 1) * legendre n x) / ((n : ℝ) + 2)
```

The function `weight` is $a_k$, a real number.

```lean
/-- The weight `a_k = choose(2k, k) / 4^k`. -/
def weight (k : ℕ) : ℝ := (Nat.choose (2 * k) k : ℝ) / 4 ^ k
```

The derivation works with two complex numbers $z,w$ and the pair sum
$$S_n=\sum_{i+j=n}a_iz^i\,a_jw^j.$$
In `pairSum`, the set `antidiagonal n` consists of the pairs $(i,j)$ of natural numbers with $i+j=n$.

```lean
/-- The sum of `a_i z^i a_j w^j` over all `i + j = n`. -/
def pairSum (z w : ℂ) (n : ℕ) : ℂ :=
  ∑ p ∈ antidiagonal n, ((weight p.1 : ℂ) * z ^ p.1) * ((weight p.2 : ℂ) * w ^ p.2)
```

## The central binomial weights

The weights enter in two ways. Their positivity, which is immediate from the binomial coefficient, is what later gives the bound and the nonnegative quadratic form.

```lean
/-- Every weight `a_k` is positive. -/
theorem weight_pos (k : ℕ) : 0 < weight k := by
  have h : 0 < Nat.choose (2 * k) k := Nat.choose_pos (by omega)
  have h' : (0 : ℝ) < (Nat.choose (2 * k) k : ℝ) := by exact_mod_cast h
  unfold weight
  positivity
```

Their ratio drives the recurrence. From
$$\binom{2k+2}{k+1}=\frac{(2k+2)(2k+1)}{(k+1)^2}\binom{2k}{k}=\frac{2(2k+1)}{k+1}\binom{2k}{k},$$
division by $4^{k+1}$ gives $2(k+1)a_{k+1}=(2k+1)a_k$. The proof of `weight_succ` takes the binomial identity from Mathlib and rescales it.

The values of the weights matter. If every $a_k$ were 1, then $S_1$ would be $z+w$, twice the value needed for $P_1$.

```lean
/-- Successive weights satisfy `2(k+1) a_{k+1} = (2k+1) a_k`. -/
theorem weight_succ (k : ℕ) :
    2 * ((k : ℝ) + 1) * weight (k + 1) = (2 * (k : ℝ) + 1) * weight k := by
  have h : ((k : ℝ) + 1) * (Nat.choose (2 * (k + 1)) (k + 1) : ℝ)
      = 2 * (2 * (k : ℝ) + 1) * (Nat.choose (2 * k) k : ℝ) := by
    have h0 := Nat.succ_mul_centralBinom_succ k
    simp only [Nat.centralBinom_eq_two_mul_choose] at h0
    exact_mod_cast h0
  unfold weight
  linear_combination (1 / 2 * ((4 : ℝ) ^ k)⁻¹) * h
```

The next lemma multiplies the definition of `legendre` by $n+2$, which is never zero, and so recovers Bonnet's recurrence without a quotient.

```lean
/-- Bonnet's recurrence in division-free form. -/
theorem legendre_bonnet (n : ℕ) (x : ℝ) :
    ((n : ℝ) + 2) * legendre (n + 2) x
      = (2 * (n : ℝ) + 3) * x * legendre (n + 1) x - ((n : ℝ) + 1) * legendre n x := by
  have hn : (n : ℝ) + 2 ≠ 0 := by positivity
  rw [legendre]
  field_simp
```

## Reciprocal variables: $zw=1$

The condition $zw=1$ has a geometric reading. The squared distance between a point at radius 1 and a point at radius $t$, seen from the origin at an angle $\theta$ apart, is $1-2t\cos\theta+t^2=(1-zt)(1-wt)$ with $z=e^{i\theta}$ and $w=e^{-i\theta}$. The coefficient of $t^2$ is $zw$, and it equals 1 because the two opposite phases cancel.

To find the recurrence for $S_n$, weight each term by its first or its second index:
$$D_n=\sum_{i+j=n}i\,a_iz^ia_jw^j,\qquad E_n=\sum_{i+j=n}j\,a_iz^ia_jw^j,\qquad D_n+E_n=nS_n.$$
In $D_{m+1}$ the term with $i=0$ vanishes. Shifting $i$ by one and using $(i+1)a_{i+1}=(i+\tfrac12)a_i$ gives
$$D_{m+1}=z\big(D_m+\tfrac12S_m\big),\qquad E_{m+1}=w\big(E_m+\tfrac12S_m\big),$$
where the second relation follows in the same way from $j$. Adding the two at $m=n+1$,
$$(n+2)S_{n+2}=zD_{n+1}+wE_{n+1}+\tfrac12(z+w)S_{n+1}.$$
The first two terms on the right can be rewritten as
$$\begin{aligned}
zD_{n+1}+wE_{n+1}&=(z+w)(D_{n+1}+E_{n+1})-wD_{n+1}-zE_{n+1}\\
&=(n+1)(z+w)S_{n+1}-zw\,(D_n+E_n+S_n)\\
&=(n+1)(z+w)S_{n+1}-zw\,(n+1)S_n.
\end{aligned}$$
Therefore
$$(n+2)S_{n+2}=(2n+3)\,\frac{z+w}{2}\,S_{n+1}-zw\,(n+1)S_n.$$
Only now is $zw=1$ needed, and it turns this into Bonnet's recurrence at $(z+w)/2$.

Without the condition the recurrence already fails at $n=0$. For $z=w=0$ the left side of Bonnet's relation is $2S_2=0$, while the right side is $-S_0=-1$.

In `pairSum_bonnet` the condition is the hypothesis `h`. The facts `hs`, `dD` and `dE` are the three relations for $D$ and $E$. The final `linear_combination` carries out the elimination, and `h` appears there multiplied by $D_n+E_n+S_n$, just as in the second line above.

```lean
/-- For `z w = 1` the pair sums obey Bonnet's recurrence at the point `(z + w) / 2`. -/
theorem pairSum_bonnet (z w : ℂ) (h : z * w = 1) (n : ℕ) :
    ((n : ℂ) + 2) * pairSum z w (n + 2)
      = (2 * (n : ℂ) + 3) * ((z + w) / 2) * pairSum z w (n + 1)
        - ((n : ℂ) + 1) * pairSum z w n := by
  have ha (k : ℕ) : 2 * ((k : ℂ) + 1) * (weight (k + 1) : ℂ)
      = (2 * (k : ℂ) + 1) * (weight k : ℂ) := by exact_mod_cast weight_succ k
  -- D and E are the pair sums weighted by the first and by the second index
  obtain ⟨D, hD⟩ : ∃ D : ℕ → ℂ, ∀ m, D m = ∑ p ∈ antidiagonal m,
      (p.1 : ℂ) * (((weight p.1 : ℂ) * z ^ p.1) * ((weight p.2 : ℂ) * w ^ p.2)) :=
    ⟨_, fun _ => rfl⟩
  obtain ⟨E, hE⟩ : ∃ E : ℕ → ℂ, ∀ m, E m = ∑ p ∈ antidiagonal m,
      (p.2 : ℂ) * (((weight p.1 : ℂ) * z ^ p.1) * ((weight p.2 : ℂ) * w ^ p.2)) :=
    ⟨_, fun _ => rfl⟩
  have hs (m : ℕ) : D m + E m = (m : ℂ) * pairSum z w m := by
    rw [hD, hE, pairSum, ← sum_add_distrib, mul_sum]
    refine sum_congr rfl fun p hp => ?_
    have hm : (p.1 : ℂ) + (p.2 : ℂ) = (m : ℂ) := by exact_mod_cast mem_antidiagonal.mp hp
    rw [← hm]
    ring
  have dD (m : ℕ) : D (m + 1) = z * (D m + 1 / 2 * pairSum z w m) := by
    rw [hD, hD, pairSum, Finset.Nat.sum_antidiagonal_succ]
    simp only [Nat.cast_zero, zero_mul, zero_add]
    rw [mul_sum, ← sum_add_distrib, mul_sum]
    refine sum_congr rfl fun p _ => ?_
    push_cast
    linear_combination (1 / 2 * z ^ (p.1 + 1) * ((weight p.2 : ℂ) * w ^ p.2)) * ha p.1
  have dE (m : ℕ) : E (m + 1) = w * (E m + 1 / 2 * pairSum z w m) := by
    rw [hE, hE, pairSum, Finset.Nat.sum_antidiagonal_succ']
    simp only [Nat.cast_zero, zero_mul, zero_add]
    rw [mul_sum, ← sum_add_distrib, mul_sum]
    refine sum_congr rfl fun p _ => ?_
    push_cast
    linear_combination (1 / 2 * w ^ (p.2 + 1) * ((weight p.1 : ℂ) * z ^ p.1)) * ha p.2
  -- eliminate D and E
  have s2 := hs (n + 2)
  have s1 := hs (n + 1)
  have d2 : D (n + 2) = z * (D (n + 1) + 1 / 2 * pairSum z w (n + 1)) := dD (n + 1)
  have e2 : E (n + 2) = w * (E (n + 1) + 1 / 2 * pairSum z w (n + 1)) := dE (n + 1)
  push_cast at s1 s2
  linear_combination -s2 + d2 + e2 + (z + w) * s1 - w * dD n - z * dE n
    - (D n + E n + pairSum z w n) * h - hs n
```

## A real midpoint: $z+w=2x$

This condition says at which point the polynomial is evaluated. For opposite phases $e^{\pm i\theta}$ the midpoint is $\cos\theta$, the projection of one unit direction on another.

By hand, it is used in the starting values and in the recurrence. We have $S_0=1=P_0(x)$ and $S_1=\tfrac12(z+w)=x=P_1(x)$. If $S_n=P_n(x)$ and $S_{n+1}=P_{n+1}(x)$, then both sequences satisfy the same relation for the next term, and dividing by $n+2$ gives $S_{n+2}=P_{n+2}(x)$.

Without the condition, the case $n=1$ fails at once: $z=w=1$ gives $S_1=1$, which differs from $P_1(0)=0$.

The theorem `legendre_eq_pairSum` follows this two-step induction by calling itself at $n$ and $n+1$. Its hypothesis `hx` is used in the case $n=1$ and to replace $z+w$ in the recurrence. Since `legendre` takes a real argument, $x$ is real, although $z$ and $w$ are complex.

```lean
/-- If `z w = 1` and `z + w = 2x` with `x` real, then `P_n(x)` is the sum of
`a_i z^i a_j w^j` over `i + j = n`. -/
theorem legendre_eq_pairSum (z w : ℂ) (x : ℝ) (h : z * w = 1) (hx : z + w = 2 * (x : ℂ)) :
    ∀ n : ℕ, (legendre n x : ℂ) = pairSum z w n
  | 0 => by simp [legendre, pairSum, weight]
  | 1 => by
    have a0 : weight 0 = 1 := by simp [weight]
    have a1 : weight 1 = 1 / 2 := by norm_num [weight]
    rw [pairSum, Finset.Nat.sum_antidiagonal_succ]
    simp [a0, a1, legendre]
    linear_combination (-1 / 2) * hx
  | n + 2 => by
    have b := pairSum_bonnet z w h n
    rw [← legendre_eq_pairSum z w x h hx (n + 1), ← legendre_eq_pairSum z w x h hx n, hx] at b
    have c := congrArg Complex.ofReal (legendre_bonnet n x)
    push_cast at c
    have hn : (n : ℂ) + 2 ≠ 0 := by exact_mod_cast (by omega : n + 2 ≠ 0)
    apply mul_left_cancel₀ hn
    linear_combination c - b
```

## A real angle

Physically, $\theta$ is the angle between two directions. Put $z=e^{i\theta}$ and $w=e^{-i\theta}$. Then $zw=1$ and $z+w=2\cos\theta$, so both earlier conditions hold, and
$$P_n(\cos\theta)=\sum_{k=0}^{n}a_ka_{n-k}\,e^{i(2k-n)\theta}.$$
The left side is real. Taking real parts turns each exponential into $\cos((2k-n)\theta)=\cos((n-2k)\theta)$, which is the stated formula.

The last step needs a real $\theta$. For $\theta=i$ the exponential $e^{i\theta}$ equals $e^{-1}$, whereas $\cos i=\cosh1$, so a single term no longer has the cosine as its real part. The formula itself still holds for complex $\theta$, because the exponentials of the terms $k$ and $n-k$ add up to twice a cosine, but the theorem below is stated for real angles.

The proof of `legendre_cos` has the same order. `L` is the complex identity, `R` its real part, and `e` combines the two powers into one exponential. In the statement, `range (n + 1)` is $k=0,\dots,n$. The index `n - k` is a subtraction of natural numbers, which is harmless because $k\le n$. The frequency $n-2k$ is computed in the reals and may be negative.

```lean
/-- Fourier expansion of the Legendre polynomials:
`P_n(cos θ)` is the sum over `k = 0..n` of `a_k a_{n-k} cos((n-2k)θ)`. -/
theorem legendre_cos (n : ℕ) (θ : ℝ) :
    legendre n (Real.cos θ)
      = ∑ k ∈ range (n + 1), weight k * weight (n - k) * Real.cos (((n : ℝ) - 2 * k) * θ) := by
  have L := legendre_eq_pairSum (Complex.exp (θ * Complex.I)) (Complex.exp (-(θ * Complex.I)))
    (Real.cos θ) (by rw [← Complex.exp_add]; simp)
    (by rw [Complex.ofReal_cos, Complex.cos, neg_mul]; ring) n
  rw [pairSum, Finset.Nat.sum_antidiagonal_eq_sum_range_succ_mk] at L
  -- the real part of each exponential is a cosine
  have R := congrArg Complex.re L
  rw [Complex.ofReal_re, Complex.re_sum] at R
  rw [R]
  refine sum_congr rfl fun k hk => ?_
  have hk' : k ≤ n := Nat.lt_succ_iff.mp (mem_range.mp hk)
  change (((weight k : ℂ) * Complex.exp (θ * Complex.I) ^ k)
    * ((weight (n - k) : ℂ) * Complex.exp (-(θ * Complex.I)) ^ (n - k))).re = _
  have e : Complex.exp (θ * Complex.I) ^ k * Complex.exp (-(θ * Complex.I)) ^ (n - k)
      = Complex.exp (((-(((n : ℝ) - 2 * k) * θ) : ℝ) : ℂ) * Complex.I) := by
    rw [← Complex.exp_nat_mul, ← Complex.exp_nat_mul, ← Complex.exp_add]
    congr 1
    push_cast [Nat.cast_sub hk']
    ring
  rw [mul_mul_mul_comm, e, ← Complex.ofReal_mul, Complex.re_ofReal_mul,
    Complex.exp_ofReal_mul_I_re, Real.cos_neg]
```

In a program, the weights are best built from their ratio, $a_{k+1}=a_k(2k+1)/(2k+2)$ with $a_0=1$, which avoids large binomial coefficients. The terms $k$ and $n-k$ are equal, so they can be merged: the coefficient of $\cos((n-2k)\theta)$ with $n-2k>0$ is $2a_ka_{n-k}$, and for even $n$ there is a constant term $a_{n/2}^2$. On the equally spaced angles $\theta_j=\pi j/N$ with $j=0,\dots,N$ and $N>n$, the sum can then be evaluated by a fast cosine transform.

A simple test of the resulting table is that the coefficients add up to one, whether merged or not. Bonnet's recurrence at $x=1$ gives $(n+2)P_{n+2}(1)=(2n+3)-(n+1)=n+2$ once the two preceding values are 1, so $P_n(1)=1$ for all $n$. Setting $\theta=0$ in the expansion then gives $\sum_k a_ka_{n-k}=1$. In `sum_weight`, the auxiliary statement `one` is this induction.

```lean
/-- The products `a_k a_{n-k}` for `k = 0..n` sum to one. -/
theorem sum_weight (n : ℕ) : ∑ k ∈ range (n + 1), weight k * weight (n - k) = 1 := by
  have one : ∀ m : ℕ, legendre m 1 = 1 := by
    intro m
    induction m using Nat.strong_induction_on with
    | _ m ih =>
      match m, ih with
      | 0, _ => simp [legendre]
      | 1, _ => simp [legendre]
      | m + 2, ih =>
        have b := legendre_bonnet m 1
        rw [ih (m + 1) (by omega), ih m (by omega)] at b
        have hm : (m : ℝ) + 2 ≠ 0 := by positivity
        apply mul_left_cancel₀ hm
        linear_combination b
  simpa only [mul_zero, Real.cos_zero, mul_one, one] using (legendre_cos n 0).symm
```

## Arguments between −1 and 1

The condition $-1\le x\le1$ says that $x$ is the cosine of a real angle. By hand, write $x=\cos\theta$ and use $|\cos|\le1$ in each term:
$$|P_n(x)|\le\sum_{k=0}^{n}a_ka_{n-k}\,\big|\cos((n-2k)\theta)\big|\le\sum_{k=0}^{n}a_ka_{n-k}=1.$$
Positivity of the weights allows the absolute value to pass onto the cosine alone. For the $m=0$ angular factor above, the bound means that its modulus is nowhere larger than at the poles.

Outside the interval the bound can fail, for example $P_1(2)=2$. For $x>1$ the identity for $S_n$ still applies with real $z=e^{\eta}$, $w=e^{-\eta}$, $x=\cosh\eta$ and $\eta>0$, but $e^{\eta}$ is then larger than one.

In `abs_legendre_le_one` the hypotheses `h₁` and `h₂` are used in the first rewriting step, which replaces $x$ by $\cos(\arccos x)$. The remaining lines are the triangle inequality and the termwise estimate.

```lean
/-- On the interval `[-1, 1]` every Legendre polynomial is bounded by one in absolute value. -/
theorem abs_legendre_le_one (n : ℕ) (x : ℝ) (h₁ : -1 ≤ x) (h₂ : x ≤ 1) :
    |legendre n x| ≤ 1 := by
  rw [← Real.cos_arccos h₁ h₂, legendre_cos, ← sum_weight n]
  refine (abs_sum_le_sum_abs _ _).trans (sum_le_sum fun k _ => ?_)
  have hw := (mul_pos (weight_pos k) (weight_pos (n - k))).le
  rw [abs_mul, abs_of_nonneg hw]
  exact mul_le_of_le_one_right hw (Real.abs_cos_le_one _)
```

## Directions in one plane and real amplitudes

Take finitely many directions in a plane, at angles $\theta_i$, with real amplitudes $c_i$. With $P_n$ of the cosine of the relative angle as kernel, they define the quadratic form
$$Q=\sum_{i,j}c_ic_j\,P_n(\cos(\theta_i-\theta_j)).$$
Inserting the expansion and exchanging the finite sums gives, with $m_k=n-2k$,
$$Q=\sum_{k=0}^{n}a_ka_{n-k}\sum_{i,j}c_ic_j\cos\big(m_k(\theta_i-\theta_j)\big).$$
The addition formula for the cosine splits the inner sum into two squares,
$$\Big(\sum_ic_i\cos m_k\theta_i\Big)^2+\Big(\sum_ic_i\sin m_k\theta_i\Big)^2,$$
so $Q\ge0$. The terms with $i=j$ belong to this sum. An interaction energy that counts only pairs of different directions can be negative: for $n=1$, two opposite directions with amplitudes 1 give $-2$ without those terms. Since $Q\ge0$ for all real amplitudes, the full matrix with entries $P_n(\cos(\theta_i-\theta_j))$, diagonal included, has no negative eigenvalue, which, up to rounding errors, is a useful check when such a matrix is assembled numerically for planar directions.

Real amplitudes matter because $c_ic_j$ contains no complex conjugate: a single direction whose amplitude is the imaginary unit would give $Q=-1$. The geometry matters too. For four mutually orthogonal unit vectors in four dimensions, all with amplitude 1, the form with $P_2$ of the scalar products is $4P_2(1)+12P_2(0)=4-6=-2$. For directions in three-dimensional space the form is still nonnegative, by the addition theorem for spherical harmonics, but the theorem here and its argument cover planar directions only.

In `legendre_kernel_nonneg` the finite type `ι` labels the directions, and an empty set is allowed. The equation `e` inserts the expansion and reorders the sums, and `q` is the splitting into squares. The real type of `c` is what makes those squares nonnegative, and `weight_pos` supplies the sign of the coefficients in front of them.

```lean
/-- For finitely many directions `θ_i` in a plane and real amplitudes `c_i`, the quadratic form
with kernel `P_n(cos(θ_i - θ_j))` is nonnegative. -/
theorem legendre_kernel_nonneg {ι : Type*} [Fintype ι] (n : ℕ) (c θ : ι → ℝ) :
    0 ≤ ∑ i, ∑ j, c i * c j * legendre n (Real.cos (θ i - θ j)) := by
  have e : ∑ i, ∑ j, c i * c j * legendre n (Real.cos (θ i - θ j))
      = ∑ k ∈ range (n + 1), weight k * weight (n - k) *
        ∑ i, ∑ j, c i * c j * Real.cos (((n : ℝ) - 2 * k) * (θ i - θ j)) := by
    simp_rw [legendre_cos, mul_sum]
    rw [sum_comm (s := range (n + 1))]
    refine sum_congr rfl fun i _ => ?_
    rw [sum_comm (s := range (n + 1))]
    refine sum_congr rfl fun j _ => sum_congr rfl fun k _ => ?_
    ring
  rw [e]
  refine sum_nonneg fun k _ => mul_nonneg (mul_pos (weight_pos k) (weight_pos (n - k))).le ?_
  -- each cosine kernel is a sum of two squares
  have q : ∑ i, ∑ j, c i * c j * Real.cos (((n : ℝ) - 2 * k) * (θ i - θ j))
      = (∑ i, c i * Real.cos (((n : ℝ) - 2 * k) * θ i)) ^ 2
        + (∑ i, c i * Real.sin (((n : ℝ) - 2 * k) * θ i)) ^ 2 := by
    rw [sq, sq, sum_mul_sum, sum_mul_sum, ← sum_add_distrib]
    refine sum_congr rfl fun i _ => ?_
    rw [← sum_add_distrib]
    refine sum_congr rfl fun j _ => ?_
    rw [mul_sub, Real.cos_sub]
    ring
  rw [q]
  positivity

end

end LegendreFourier
```

```lean
#print axioms LegendreFourier.legendre_cos
#print axioms LegendreFourier.abs_legendre_le_one
#print axioms LegendreFourier.legendre_kernel_nonneg
```

```
'LegendreFourier.legendre_cos' depends on axioms: [propext, Classical.choice, Quot.sound]
'LegendreFourier.abs_legendre_le_one' depends on axioms: [propext, Classical.choice, Quot.sound]
'LegendreFourier.legendre_kernel_nonneg' depends on axioms: [propext, Classical.choice, Quot.sound]
```
